# In a hydrogenic plasmon-pole model, dynamical screening raises $\sqrt{E/R}$, with $E$ the exciton binding energy and $R$ its unscreened value, above the static $1/\varepsilon$ by a relative amount below $(\varepsilon-1)E/p$, with $p$ the plasmon energy

## Question

If I screen the electron-hole attraction with the static dielectric constant $\varepsilon>1$, I get the binding energy $R/\varepsilon^2$ and no indication of how far off it is. Here $R>0$ is the unscreened binding energy. In a model with a single plasmon pole at energy $p>0$, the screening depends on the binding energy $E$ itself:

$$E=R\,u(E)^2,\qquad u(E)=1-s\,\frac{p}{p+E},\qquad s=1-\frac1\varepsilon .$$

I expect a solution $E>0$ and a relative correction of order $E/p$. Can this be made rigorous and machine-checked, and is the solution unique?

## Answer

Yes, with the correction measured on $\sqrt{E/R}$ and with prefactor $\varepsilon-1$. Uniqueness holds for $\varepsilon\le 9$ and can fail above.

### Bounds, existence and the exact correction

Multiplying $u$ by $\varepsilon(p+E)$ gives

$$\varepsilon u\,(p+E)=\varepsilon(p+E)-(\varepsilon-1)p=p+\varepsilon E .$$

For $E>0$ the right side exceeds $p+E$ by $(\varepsilon-1)E$ and falls short of $\varepsilon(p+E)$ by $(\varepsilon-1)p$. Hence $1/\varepsilon<u<1$, and any solution obeys $R/\varepsilon^2<E<R$.

For existence, let $f(E)=R\,u(E)^2-E$, which is continuous on $[0,R]$. Since $f(0)=R/\varepsilon^2>0$ and $f(R)=R(u(R)^2-1)<0$, $f$ has a zero, and it is not at $E=0$.

At a solution $\sqrt{E/R}=u$, because $u>0$. Therefore

$$\varepsilon\sqrt{E/R}-1=\frac{p+\varepsilon E}{p+E}-1=\frac{(\varepsilon-1)E}{p+E},$$

which is positive and below $(\varepsilon-1)E/p$.

The same argument gives a neighbouring estimate that needs no knowledge of $E$: as $E/(p+E)$ increases with $E$, inserting $E<R$ bounds the correction by $(\varepsilon-1)R/(p+R)$.

### Uniqueness up to $\varepsilon=9$

Put $x=\sqrt{E/R}$. The equation becomes

$$x^3-x^2+\frac pR\,x-\frac{p}{\varepsilon R}=0 .$$

Suppose $x\neq y$ are positive roots. The third is $z=1-x-y$, and it is positive because $xyz=p/(\varepsilon R)>0$. The coefficients also give $xy+yz+zx=\varepsilon xyz$. Since $x+y+z=1$,

$$\varepsilon xyz=9xyz+x(y-z)^2+y(z-x)^2+z(x-y)^2>9xyz,$$

so $\varepsilon>9$.

Conversely, for any $\varepsilon>9$ choose

$$p=\frac{2\varepsilon R}{9(\varepsilon-3)},\qquad d^2=\frac{\varepsilon-9}{9(\varepsilon-3)},\qquad d>0 .$$

Then $1/3$ and $1/3+d$ are both roots, and each positive root $x$ gives a solution $E=Rx^2$. For $R=36$, $\varepsilon=p=11$, the energies $1$, $4$ and $9$ all solve the equation.

### What the Lean statements say

`screening ε p E` is $u(E)$. `IsBinding R ε p E` says that $E$ is positive and satisfies the self-consistency equation. The docstrings call $\sqrt{E/R}$ the amplitude; it is not a wavefunction amplitude. All quantities are real numbers, with `R`, `p` and `E` in one energy unit and $E$ counted positive below the gap.

`plasmon_pole_binding` states existence and, for every solution, both pairs of bounds. `binding_unique` assumes `ε ≤ 9`; `binding_not_unique` provides some plasmon energy, not all, for each `ε > 9`.

The square in $Ru^2$ stands for the hydrogenic scaling of binding energy with Coulomb strength. This scaling, the single pole and the energy denominator $p+E$, which leaves out the kinetic energies of electron and hole, are assumed, not derived from a Bethe-Salpeter kernel. Within this one-pole model, a solution $E$ is close to the static value $R/\varepsilon^2$ if $(\varepsilon-1)E/p$ is small. A small $E/p$ alone does not suffice when $\varepsilon$ is large. Nor does the condition, met by one solution, exclude others far above the static value: for $\varepsilon=100$ and $p=R/5$ there are three solutions, and only the smallest is close to $R/\varepsilon^2$.

Evaluating the screening at the fixed energy $R/\varepsilon^2$ would be another model. Its binding energy is explicit and unique, so the multiple solutions disappear, along with self-consistency.

```lean
import Mathlib

open Set

namespace PlasmonPoleExciton

noncomputable section

/-- The plasmon-pole screening factor of the electron-hole attraction at binding energy `E`,
for dielectric constant `ε` and plasmon energy `p`. -/
def screening (ε p E : ℝ) : ℝ := 1 - (1 - 1 / ε) * (p / (p + E))

/-- `E` is a self-consistent exciton binding energy: it is positive and equals the unscreened
binding energy `R` times the square of the screening factor taken at `E` itself. -/
def IsBinding (R ε p E : ℝ) : Prop := 0 < E ∧ E = R * screening ε p E ^ 2

/-- The screening factor with its denominators cleared. -/
theorem screening_mul {ε p E : ℝ} (hε : 1 < ε) (hp : 0 < p) (hE : 0 < E) :
    ε * screening ε p E * (p + E) = p + ε * E := by
  have h1 : ε ≠ 0 := by positivity
  have h2 : p + E ≠ 0 := by positivity
  unfold screening
  field_simp
  ring

/-- At positive binding energy the screening factor lies strictly between the static value
`1/ε` and the unscreened value `1`. -/
theorem screening_bounds {ε p E : ℝ} (hε : 1 < ε) (hp : 0 < p) (hE : 0 < E) :
    1 / ε < screening ε p E ∧ screening ε p E < 1 := by
  have h := screening_mul hε hp hE
  have hε0 : 0 < ε := by linarith
  have hpE : 0 < p + E := by positivity
  constructor
  · rw [div_lt_iff₀ hε0]
    refine lt_of_mul_lt_mul_right ?_ hpE.le
    nlinarith [mul_pos (sub_pos.2 hε) hE]
  · refine lt_of_mul_lt_mul_left ?_ (mul_pos hε0 hpE).le
    nlinarith [mul_pos (sub_pos.2 hε) hp]

/-- A self-consistent binding energy exists for all `R, p > 0` and `ε > 1`. -/
theorem exists_binding {R ε p : ℝ} (hR : 0 < R) (hε : 1 < ε) (hp : 0 < p) :
    ∃ E, IsBinding R ε p E := by
  have hε0 : 0 < ε := by linarith
  have hd : ContinuousOn (fun E : ℝ => p / (p + E)) (Icc 0 R) :=
    ContinuousOn.div (by fun_prop) (by fun_prop)
      (fun x hx => (add_pos_of_pos_of_nonneg hp hx.1).ne')
  have hc : ContinuousOn (fun E : ℝ => R * screening ε p E ^ 2 - E) (Icc 0 R) :=
    (continuousOn_const.mul
      ((continuousOn_const.sub (continuousOn_const.mul hd)).pow 2)).sub continuousOn_id
  -- the mismatch is positive at zero energy and not positive at `E = R`
  have h0 : 0 < R * screening ε p 0 ^ 2 - 0 := by
    have : screening ε p 0 = 1 / ε := by
      unfold screening
      rw [add_zero, div_self hp.ne']
      ring
    rw [this, sub_zero]
    positivity
  have h1 : R * screening ε p R ^ 2 - R ≤ 0 := by
    obtain ⟨ha, hb⟩ := screening_bounds hε hp hR
    have hs : 0 < screening ε p R := lt_trans (by positivity) ha
    have hq : screening ε p R ^ 2 ≤ 1 := pow_le_one₀ hs.le hb.le
    nlinarith [mul_le_mul_of_nonneg_left hq hR.le]
  obtain ⟨E, hE, hfE⟩ := intermediate_value_Icc' hR.le hc ⟨h1, h0.le⟩
  have hfE' : R * screening ε p E ^ 2 - E = 0 := hfE
  refine ⟨E, lt_of_le_of_ne hE.1 ?_, by linarith⟩
  intro h
  rw [← h] at hfE'
  exact h0.ne' hfE'

/-- The relative dynamical correction to the amplitude `√(E/R)`, measured against its static
value `1/ε`, is exactly `(ε - 1) E / (p + E)`. -/
theorem correction_eq {R ε p E : ℝ} (hR : 0 < R) (hε : 1 < ε) (hp : 0 < p)
    (h : IsBinding R ε p E) :
    ε * √(E / R) - 1 = (ε - 1) * E / (p + E) := by
  have hs : 0 < screening ε p E :=
    lt_trans (by positivity) (screening_bounds hε hp h.1).1
  have hq : E / R = screening ε p E ^ 2 := by
    rw [div_eq_iff hR.ne']
    linarith [h.2]
  have hpE : 0 < p + E := add_pos hp h.1
  rw [hq, Real.sqrt_sq hs.le, eq_div_iff hpE.ne']
  linear_combination screening_mul hε hp h.1

/-- The self-consistent plasmon-pole equation has a solution, and every solution lies between
the statically screened and the unscreened binding energy, with a relative correction to
`√(E/R)` that is positive and below `(ε - 1) E / p`. -/
theorem plasmon_pole_binding {R ε p : ℝ} (hR : 0 < R) (hε : 1 < ε) (hp : 0 < p) :
    (∃ E, IsBinding R ε p E) ∧
    ∀ E, IsBinding R ε p E →
      (R / ε ^ 2 < E ∧ E < R) ∧
      (0 < ε * √(E / R) - 1 ∧ ε * √(E / R) - 1 < (ε - 1) * E / p) := by
  refine ⟨exists_binding hR hε hp, fun E h => ?_⟩
  obtain ⟨ha, hb⟩ := screening_bounds hε hp h.1
  have hi : 0 < 1 / ε := by positivity
  have hE := h.1
  have hnum : 0 < (ε - 1) * E := mul_pos (sub_pos.2 hε) hE
  refine ⟨⟨?_, ?_⟩, ?_⟩
  · have hq := mul_lt_mul_of_pos_left (pow_lt_pow_left₀ ha hi.le two_ne_zero) hR
    have he : R / ε ^ 2 = R * (1 / ε) ^ 2 := by ring
    linarith [h.2]
  · have hq : screening ε p E ^ 2 < 1 := by nlinarith
    have := mul_lt_mul_of_pos_left hq hR
    linarith [h.2]
  · rw [correction_eq hR hε hp h]
    exact ⟨by positivity, div_lt_div_of_pos_left hnum hp (by linarith)⟩

/-- For dielectric constants above `1` and up to `9` the self-consistent binding energy is unique.
-/
theorem binding_unique {R ε p E E' : ℝ} (hR : 0 < R) (hε : 1 < ε) (hε9 : ε ≤ 9)
    (hp : 0 < p) (h : IsBinding R ε p E) (h' : IsBinding R ε p E') : E = E' := by
  have hε0 : 0 < ε := by linarith
  -- each amplitude solves the same cubic equation
  have cubic : ∀ F, IsBinding R ε p F → ∃ x, 0 < x ∧ F = R * x ^ 2 ∧
      ε * x * (p + R * x ^ 2) = p + ε * (R * x ^ 2) := fun F hF =>
    ⟨screening ε p F, lt_trans (by positivity) (screening_bounds hε hp hF.1).1, hF.2, by
      linear_combination screening_mul hε hp hF.1 - (ε * screening ε p F - ε) * hF.2⟩
  obtain ⟨x, hx, hEx, cx⟩ := cubic E h
  obtain ⟨y, hy, hEy, cy⟩ := cubic E' h'
  by_cases hxy : x = y
  · rw [hEx, hEy, hxy]
  exfalso
  have hd : x - y ≠ 0 := sub_ne_zero.2 hxy
  -- the third root is `1 - x - y`; these are the relations between roots and coefficients
  have hA : p = R * (x * y + (1 - x - y) * (x + y)) := by
    apply mul_left_cancel₀ (mul_ne_zero hε0.ne' hd)
    linear_combination cx - cy
  have hB : p = ε * R * (x * y * (1 - x - y)) := by
    linear_combination ε * x * hA - cx
  have hz : 0 < 1 - x - y := by
    by_contra hn
    have hk : 0 ≤ ε * R * (x * y) := by positivity
    nlinarith [mul_nonneg hk (sub_nonneg.2 (not_lt.1 hn))]
  have hS : x * y + (1 - x - y) * (x + y) = ε * (x * y * (1 - x - y)) := by
    apply mul_left_cancel₀ hR.ne'
    linear_combination hB - hA
  have h9 := mul_le_mul_of_nonneg_right hε9 (mul_pos (mul_pos hx hy) hz).le
  -- three positive roots with sum one, not all equal, need `ε > 9`
  have hsq : 0 < (x - y) ^ 2 := lt_of_le_of_ne (sq_nonneg _) (pow_ne_zero 2 hd).symm
  have k1 := mul_pos hz hsq
  have k2 := mul_nonneg hx.le (sq_nonneg (y - (1 - x - y)))
  have k3 := mul_nonneg hy.le (sq_nonneg ((1 - x - y) - x))
  linarith

/-- For every dielectric constant above `9` and every `R > 0` there is a plasmon energy at which
two different self-consistent binding energies exist. -/
theorem binding_not_unique {R ε : ℝ} (hR : 0 < R) (hε : 9 < ε) :
    ∃ p, 0 < p ∧ ∃ E E', E ≠ E' ∧ IsBinding R ε p E ∧ IsBinding R ε p E' := by
  have hε0 : 0 < ε := by linarith
  have hK : 0 < 9 * (ε - 3) := by linarith
  obtain ⟨p, hp, hpK⟩ : ∃ p, 0 < p ∧ p * (9 * (ε - 3)) = 2 * ε * R :=
    ⟨2 * ε * R / (9 * (ε - 3)), div_pos (by positivity) hK, div_mul_cancel₀ _ hK.ne'⟩
  obtain ⟨d, hd, hdK⟩ : ∃ d, 0 < d ∧ d ^ 2 * (9 * (ε - 3)) = ε - 9 := by
    have hq : 0 < (ε - 9) / (9 * (ε - 3)) := div_pos (by linarith) hK
    exact ⟨√((ε - 9) / (9 * (ε - 3))), Real.sqrt_pos.2 hq, by
      rw [Real.sq_sqrt hq.le, div_mul_cancel₀ _ hK.ne']⟩
  -- a positive root of the cubic gives a binding energy
  have key : ∀ x, 0 < x → ε * x * (p + R * x ^ 2) = p + ε * (R * x ^ 2) →
      IsBinding R ε p (R * x ^ 2) := by
    intro x hx cx
    have hE : 0 < R * x ^ 2 := by positivity
    have hs : screening ε p (R * x ^ 2) = x := by
      apply mul_left_cancel₀ (mul_pos hε0 (add_pos hp hE)).ne'
      have hε1 : 1 < ε := by linarith
      linear_combination screening_mul hε1 hp hE - cx
    exact ⟨hE, by rw [hs]⟩
  refine ⟨p, hp, R * (1 / 3) ^ 2, R * (1 / 3 + d) ^ 2, ?_, key _ (by norm_num) ?_,
    key _ (by positivity) ?_⟩
  · intro h
    have : 0 < R * (2 / 3 * d + d ^ 2) := by positivity
    linarith
  · apply mul_left_cancel₀ hK.ne'
    linear_combination (ε * (1 / 3) - 1) * hpK
  · apply mul_left_cancel₀ hK.ne'
    linear_combination (ε * (1 / 3 + d) - 1) * hpK + ε * R * d * hdK

/-- With `R = 36` and `ε = p = 11` the energies `1`, `4` and `9` are all self-consistent
binding energies. -/
theorem three_bindings :
    IsBinding 36 11 11 1 ∧ IsBinding 36 11 11 4 ∧ IsBinding 36 11 11 9 := by
  refine ⟨⟨?_, ?_⟩, ⟨?_, ?_⟩, ⟨?_, ?_⟩⟩ <;> norm_num [screening]

end

end PlasmonPoleExciton
```

```lean
#print axioms PlasmonPoleExciton.plasmon_pole_binding
#print axioms PlasmonPoleExciton.binding_unique
#print axioms PlasmonPoleExciton.binding_not_unique
#print axioms PlasmonPoleExciton.three_bindings
```

```
'PlasmonPoleExciton.plasmon_pole_binding' depends on axioms: [propext, Classical.choice, Quot.sound]
'PlasmonPoleExciton.binding_unique' depends on axioms: [propext, Classical.choice, Quot.sound]
'PlasmonPoleExciton.binding_not_unique' depends on axioms: [propext, Classical.choice, Quot.sound]
'PlasmonPoleExciton.three_bindings' depends on axioms: [propext, Classical.choice, Quot.sound]
```

### How the proof follows the algebra

- `screening_mul` clears denominators. `screening_bounds` cancels positive factors, with `nlinarith` receiving the products $(\varepsilon-1)E$ and $(\varepsilon-1)p$.
- `exists_binding` proves continuity and the endpoint signs, then applies `intermediate_value_Icc'`.
- `correction_eq` replaces the root by $u$ through `Real.sqrt_sq`; the main theorem then compares denominators.
- In `binding_unique`, `hA` subtracts the two cubics and cancels $x-y$. `hB` gives the product of the roots, `hz` the sign of the third, and `hS` the relation with $\varepsilon$. The terms `k1`, `k2` and `k3` are the three squares above, and `linarith` closes the contradiction.
- In `binding_not_unique`, `key` turns a positive root into a binding energy, and `linear_combination` checks the two roots. `three_bindings` is arithmetic by `norm_num`.
